# Group velocity of a continuous band from its Hermitian secular matrix

When a KKR calculation has found a band energy E at wave number k, a transport calculation often uses the slope of the band there as well. Where the band is not degenerate, the slope can be evaluated from that root, its amplitude vector and the derivatives of the secular matrix, without solving for a second root at a neighbouring k. With ħ = 1 this slope is the group velocity along the chosen line in reciprocal space.

## The slope from two quadratic forms

Let M(k,E) be the secular matrix, E(k) a band and c(k) its amplitude vector, so that M(x,E(x)) c(x) = 0 for all x near k. Suppose that E and c are continuous at k, and that at the point (k,E(k)) M is Hermitian and totally differentiable, with partial derivatives M_k and M_E. Write ⟨c,Ac⟩ for c†Ac. If ⟨c,M_E c⟩ ≠ 0 at k, then E is differentiable there and

E′(k) = −⟨c,M_k c⟩ / ⟨c,M_E c⟩.

Write c for c(k), M₀ for M(k,E(k)), dk = x − k and dE = E(x) − E(k). Since M₀ is Hermitian,

c†M₀ = (M₀c)† = 0.

Projecting the secular equation at x onto c therefore gives

0 = c†M(x,E(x)) c(x) = c†[M(x,E(x)) − M₀] c(x).

The bracket is M_k dk + M_E dE + o(|dk| + |dE|). Replacing c(x) by c changes the linear part by another o(|dk| + |dE|), because c(x) → c. With a = ⟨c,M_k c⟩ and b = ⟨c,M_E c⟩, which are real when M is Hermitian for all real arguments,

a dk + b dE = r, with r = o(|dk| + |dE|).

Close enough to k, |r| ≤ (|b|/2)(|dk| + |dE|). Hence

|b||dE| ≤ |a||dk| + (|b|/2)(|dk| + |dE|),

|dE| ≤ (2|a|/|b| + 1)|dk|.

So r = o(|dk|), and dividing by b dk gives dE/dk → −a/b.

In the atomic-sphere form M = P(E) − S(k), with diagonal potential functions P_l and structure constants S, we have M_k = −S′ and M_E = diag(P′_l). Thus

E′ = ⟨c,S′c⟩ / Σ_l P′_l |c_l|².

## A two-channel band worked by hand

In dimensionless units take P₁ = E, P₂ = 2E and S(k) with rows (0, k) and (k, 1). The secular equation is E(2E − 1) = k². At k = 1 the upper band has E = 1 and c = (1,1). Then ⟨c,S′c⟩ = 2 and Σ_l P′_l |c_l|² = 1 + 2 = 3, so E′ = 2/3. Differentiating the secular equation gives (4E − 1)E′ = 2k, hence the same value. Rescaling c leaves the ratio unchanged; with c = (1,1)/√3 the denominator is 1 and the numerator alone is 2/3.

## Quadratic forms and partial derivatives in Lean

The finite type `n` labels the scattering channels.

```lean
import Mathlib

open Matrix Topology Asymptotics Filter

namespace KKRGroupVelocity

noncomputable section

variable {n : Type*} [Fintype n]

/-- The real part of the quadratic form `c† A c`. -/
def expect (A : Matrix n n ℂ) (c : n → ℂ) : ℝ := (star c ⬝ᵥ (A *ᵥ c)).re
```

Despite its name, `expect` is an expectation value only for normalised c; it is the real part of c†Ac for any vector.

```lean
/-- The secular matrix `M(k,E)` is totally differentiable at `(k,E)`, entry by entry, with
partial derivatives `Mk` in the wave number and `ME` in the energy. -/
def HasPartials (M : ℝ → ℝ → Matrix n n ℂ) (Mk ME : Matrix n n ℂ) (k E : ℝ) : Prop :=
  ∀ i j, HasFDerivAt (fun p : ℝ × ℝ => M p.1 p.2 i j)
    ((ContinuousLinearMap.fst ℝ ℝ ℝ).smulRight (Mk i j) +
      (ContinuousLinearMap.snd ℝ ℝ ℝ).smulRight (ME i j)) (k, E)
```

`HasPartials` requires the total differential of each entry to be M_k dk + M_E dE. This is more than the existence of two partial derivatives, and a continuously differentiable M satisfies it.

```lean
/-- For a Hermitian matrix the quadratic form `c† A c` is real and equals `expect A c`. -/
theorem expect_of_isHermitian {A : Matrix n n ℂ} (hA : A.IsHermitian) (c : n → ℂ) :
    star c ⬝ᵥ (A *ᵥ c) = (expect A c : ℂ) := by
  have h : star (star c ⬝ᵥ (A *ᵥ c)) = star c ⬝ᵥ (A *ᵥ c) := by
    rw [← Matrix.star_dotProduct_star, star_star, Matrix.star_mulVec, hA.eq,
      ← Matrix.dotProduct_mulVec]
  exact (Complex.conj_eq_iff_re.1 h).symm
```

For Hermitian A the form equals its own complex conjugate, so taking the real part discards nothing.

```lean
omit [Fintype n] in
/-- If the secular matrix is Hermitian for all real `k` and `E`, so are its two partial
derivatives. -/
theorem partials_isHermitian {M : ℝ → ℝ → Matrix n n ℂ} {Mk ME : Matrix n n ℂ} {k E : ℝ}
    (hH : ∀ x e, (M x e).IsHermitian) (hM : HasPartials M Mk ME k E) :
    Mk.IsHermitian ∧ ME.IsHermitian := by
  have key : ∀ i j, star (Mk j i) = Mk i j ∧ star (ME j i) = ME i j := by
    intro i j
    have h1 := (hM j i).star
    have h2 : (fun p : ℝ × ℝ => star (M p.1 p.2 j i)) = fun p => M p.1 p.2 i j :=
      funext fun p => (hH p.1 p.2).apply i j
    rw [h2] at h1
    have e := h1.unique (hM i j)
    exact ⟨by simpa using DFunLike.congr_fun e (1, 0),
      by simpa using DFunLike.congr_fun e (0, 1)⟩
  exact ⟨Matrix.IsHermitian.ext fun i j => (key i j).1,
    Matrix.IsHermitian.ext fun i j => (key i j).2⟩
```

If M is Hermitian for all real arguments, conjugating entry (j,i) gives entry (i,j). Uniqueness of the derivative carries this over to the differentials, which are then evaluated on (1,0) and (0,1). For such a family, the two numbers in the velocity formula are therefore the full quadratic forms.

## The projected secular equation

```lean
/-- Along a continuous band with continuous amplitudes, where the secular matrix is Hermitian and
differentiable, `Re ⟨c, M_k c⟩ dk + Re ⟨c, M_E c⟩ dE` is `o(‖(dk, dE)‖)`, with `c` taken at `k`. -/
theorem first_order {M : ℝ → ℝ → Matrix n n ℂ} {Mk ME : Matrix n n ℂ} {E : ℝ → ℝ}
    {c : ℝ → n → ℂ} {k : ℝ} (hH : (M k (E k)).IsHermitian)
    (hM : HasPartials M Mk ME k (E k)) (hE : ContinuousAt E k) (hc : ContinuousAt c k)
    (hs : ∀ᶠ x in 𝓝 k, M x (E x) *ᵥ c x = 0) :
    (fun x => expect Mk (c k) * (x - k) + expect ME (c k) * (E x - E k))
      =o[𝓝 k] fun x => ((x - k, E x - E k) : ℝ × ℝ) := by
  -- Hermiticity makes the amplitude vector a left null vector as well
  have hl : star (c k) ᵥ* M k (E k) = 0 := by
    have h := Matrix.star_mulVec (M k (E k)) (c k)
    rw [hs.self_of_nhds, hH.eq, star_zero] at h
    exact h.symm
  have hd : Tendsto (fun x => ((x - k, E x - E k) : ℝ × ℝ)) (𝓝 k) (𝓝 0) := by
    have h1 : Tendsto (fun x : ℝ => x - k) (𝓝 k) (𝓝 0) := by
      simpa using (tendsto_id (x := 𝓝 k)).sub_const k
    have h2 : Tendsto (fun x => E x - E k) (𝓝 k) (𝓝 0) := by
      simpa using hE.tendsto.sub_const (E k)
    exact h1.prodMk_nhds h2
  -- entrywise expansion of the secular equation
  have hG : ∀ i j, (fun x => (M x (E x) i j - M k (E k) i j) * c x j -
      (((x - k : ℝ) : ℂ) * Mk i j + ((E x - E k : ℝ) : ℂ) * ME i j) * c k j)
      =o[𝓝 k] fun x => ‖((x - k, E x - E k) : ℝ × ℝ)‖ := by
    intro i j
    have hcj : Tendsto (fun x => c x j) (𝓝 k) (𝓝 (c k j)) := tendsto_pi_nhds.1 hc j
    have hc0 : Tendsto (fun x => c x j - c k j) (𝓝 k) (𝓝 0) := by
      simpa using hcj.sub_const (c k j)
    have hR := ((hasFDerivAt_iff_isLittleO_nhds_zero.1 (hM i j)).comp_tendsto hd).norm_right
    have hL := (((ContinuousLinearMap.fst ℝ ℝ ℝ).smulRight (Mk i j) +
      (ContinuousLinearMap.snd ℝ ℝ ℝ).smulRight (ME i j)).isBigO_comp
        (fun x => ((x - k, E x - E k) : ℝ × ℝ)) (𝓝 k)).norm_right
    have h1 := hR.mul_isBigO (hcj.isBigO_one ℝ)
    have h2 := hL.mul_isLittleO ((isLittleO_one_iff ℝ).2 hc0)
    refine (h1.add h2).congr (fun x => ?_) (fun x => ?_)
    · simp
      ring
    · simp
  have hsum : (fun x => ∑ i, ∑ j, star (c k i) * ((M x (E x) i j - M k (E k) i j) * c x j -
      (((x - k : ℝ) : ℂ) * Mk i j + ((E x - E k : ℝ) : ℂ) * ME i j) * c k j))
      =o[𝓝 k] fun x => ‖((x - k, E x - E k) : ℝ × ℝ)‖ :=
    by
      have h := IsLittleO.sum (s := Finset.univ) fun (i : n) _ =>
        IsLittleO.sum (s := Finset.univ) fun (j : n) _ =>
          (hG i j).const_mul_left (star (c k i))
      refine h.congr_left fun x => ?_
      simp only [Finset.sum_apply]
  have hre := (Complex.reCLM.isBigO_comp _ (𝓝 k)).trans_isLittleO hsum
  refine (isLittleO_norm_right.1 hre.neg_left).congr' ?_ EventuallyEq.rfl
  filter_upwards [hs] with x hx
  have hid : ∑ i, ∑ j, star (c k i) * ((M x (E x) i j - M k (E k) i j) * c x j -
      (((x - k : ℝ) : ℂ) * Mk i j + ((E x - E k : ℝ) : ℂ) * ME i j) * c k j) =
      star (c k) ⬝ᵥ (M x (E x) *ᵥ c x) - star (c k) ⬝ᵥ (M k (E k) *ᵥ c x) -
      ((x - k : ℝ) : ℂ) * (star (c k) ⬝ᵥ (Mk *ᵥ c k)) -
      ((E x - E k : ℝ) : ℂ) * (star (c k) ⬝ᵥ (ME *ᵥ c k)) := by
    simp only [dotProduct, Matrix.mulVec, Finset.mul_sum, ← Finset.sum_sub_distrib,
      Pi.star_apply]
    refine Finset.sum_congr rfl fun i _ => Finset.sum_congr rfl fun j _ => ?_
    ring
  rw [hx, Matrix.dotProduct_mulVec _ (M k (E k)), hl, dotProduct_zero, zero_dotProduct] at hid
  refine (congrArg (fun z : ℂ => -z.re) hid).trans ?_
  simp only [Complex.sub_re, Complex.re_ofReal_mul, Complex.zero_re, expect]
  ring
```

This is the relation a dk + b dE = r. The step `hl` produces the left null vector. In `hG`, the error in each entry is split as in the derivation: the remainder of M multiplies the bounded c(x), and the linear part multiplies c(x) − c(k). The finite sum `hsum` contracts these errors with c†, and `hid` identifies the result with the projected equation, up to an overall sign.

## Differentiability of the band

```lean
/-- Group velocity from the secular equation: let `M(k,E(k)) c(k) = 0` along a continuous band with
continuous amplitudes, `M` being Hermitian and differentiable at the point considered. If
`Re ⟨c, M_E c⟩ ≠ 0`, the band is differentiable there and `E' = -Re ⟨c, M_k c⟩ / Re ⟨c, M_E c⟩`. -/
theorem group_velocity {M : ℝ → ℝ → Matrix n n ℂ} {Mk ME : Matrix n n ℂ} {E : ℝ → ℝ}
    {c : ℝ → n → ℂ} {k : ℝ} (hH : (M k (E k)).IsHermitian)
    (hM : HasPartials M Mk ME k (E k)) (hE : ContinuousAt E k) (hc : ContinuousAt c k)
    (hs : ∀ᶠ x in 𝓝 k, M x (E x) *ᵥ c x = 0) (hb : expect ME (c k) ≠ 0) :
    HasDerivAt E (-expect Mk (c k) / expect ME (c k)) k := by
  have h := first_order hH hM hE hc hs
  generalize expect Mk (c k) = a at *
  generalize expect ME (c k) = b at *
  rw [hasDerivAt_iff_isLittleO, isLittleO_iff]
  intro ε hε
  have hB : 0 < |b| := abs_pos.2 hb
  obtain ⟨K, hK0, hK⟩ : ∃ K : ℝ, 0 < K ∧ |b| * K = 2 * |a| + 2 * |b| :=
    ⟨(2 * |a| + 2 * |b|) / |b|, by positivity, by field_simp⟩
  have hδ : 0 < min (|b| / 2) (ε * |b| / K) := lt_min (by positivity) (by positivity)
  filter_upwards [isLittleO_iff.1 h hδ] with x hx
  generalize min (|b| / 2) (ε * |b| / K) = δ, min_le_left (|b| / 2) (ε * |b| / K) = h1,
    min_le_right (|b| / 2) (ε * |b| / K) = h2 at *
  have hn : ‖((x - k, E x - E k) : ℝ × ℝ)‖ ≤ |x - k| + |E x - E k| := by
    rw [Prod.norm_def]
    exact max_le (le_add_of_nonneg_right (abs_nonneg _)) (le_add_of_nonneg_left (abs_nonneg _))
  have hZ : |a * (x - k) + b * (E x - E k)| ≤ δ * (|x - k| + |E x - E k|) :=
    hx.trans (mul_le_mul_of_nonneg_left hn hδ.le)
  have hX := abs_nonneg (x - k)
  have hY := abs_nonneg (E x - E k)
  -- the energy change is bounded by a multiple of the change in wave number
  have hbY : |b| * |E x - E k| ≤ |a * (x - k) + b * (E x - E k)| + |a| * |x - k| := by
    rw [← abs_mul, ← abs_mul]
    have := abs_sub (a * (x - k) + b * (E x - E k)) (a * (x - k))
    rwa [add_sub_cancel_left] at this
  have hYX : |E x - E k| ≤ (K - 1) * |x - k| := by
    refine le_of_mul_le_mul_left ?_ hB
    have e : |b| * ((K - 1) * |x - k|) = (2 * |a| + |b|) * |x - k| := by
      linear_combination |x - k| * hK
    rw [e]
    nlinarith [mul_le_mul_of_nonneg_right h1 hX, mul_le_mul_of_nonneg_right h1 hY]
  have hfin : |a * (x - k) + b * (E x - E k)| ≤ ε * |x - k| * |b| := by
    have h3 : δ * K ≤ ε * |b| := (le_div_iff₀ hK0).1 h2
    nlinarith [mul_le_mul_of_nonneg_left hYX hδ.le, mul_le_mul_of_nonneg_right h3 hX]
  have e : E x - E k - (x - k) • (-a / b) = (a * (x - k) + b * (E x - E k)) / b := by
    rw [smul_eq_mul]
    field_simp
    ring
  rw [e, Real.norm_eq_abs, Real.norm_eq_abs, abs_div, div_le_iff₀ hB]
  exact hfin
```

The hypotheses are those of the claim, except that the real parts of the two forms appear (which makes no difference when M is Hermitian for all real arguments), with `∀ᶠ x in 𝓝 k` meaning "for all x near k". The conclusion `HasDerivAt` includes the differentiability of E, which is not assumed. The proof names the two forms a and b and chooses K = 2|a|/|b| + 2. Then `hYX` is the bound on |dE| found above, and `hfin` turns the remainder into at most ε|b||dk|, for any given ε > 0.

The result applies to electronic bands of independent electrons, followed along one line in k with finitely many channels. For M = H(k) − E it reduces to the Hellmann–Feynman formula. Where bands cross, c(k) has to be the limit of the amplitudes along the band considered, as the continuity of c requires; an arbitrary null vector of M at the crossing can give a wrong slope.

## Potential functions and structure constants

```lean
variable [DecidableEq n]

/-- The KKR secular matrix in the atomic-sphere form: diagonal potential functions `P_l(E)`
minus structure constants `S(k)`. -/
def kkrASA (P : n → ℝ → ℝ) (S : ℝ → Matrix n n ℂ) (k E : ℝ) : Matrix n n ℂ :=
  Matrix.diagonal (fun l => (P l E : ℂ)) - S k
```

The index `l` runs over all channels, whereas in textbooks it often denotes angular momentum alone.

```lean
omit [Fintype n] in
/-- For differentiable potential functions and structure constants, the KKR matrix `P(E) - S(k)`
has the partial derivatives `-S'(k)` and `P'(E)`. -/
theorem kkrASA_hasPartials {P : n → ℝ → ℝ} {S : ℝ → Matrix n n ℂ} {P' : n → ℝ}
    {S' : Matrix n n ℂ} {k E : ℝ} (hP : ∀ l, HasDerivAt (P l) (P' l) E)
    (hS : ∀ i j, HasDerivAt (fun x => S x i j) (S' i j) k) :
    HasPartials (kkrASA P S) (-S') (Matrix.diagonal fun l => (P' l : ℂ)) k E := by
  intro i j
  have hD : HasDerivAt (fun e => Matrix.diagonal (fun l => (P l e : ℂ)) i j)
      (Matrix.diagonal (fun l => (P' l : ℂ)) i j) E := by
    by_cases h : i = j
    · subst h
      simp only [Matrix.diagonal_apply_eq]
      exact (hP i).ofReal_comp
    · simp only [Matrix.diagonal_apply_ne _ h]
      exact hasDerivAt_const _ _
  have h1 := HasFDerivAt.comp (g := fun x => S x i j) (f := Prod.fst) (k, E)
    (hS i j).hasFDerivAt (hasFDerivAt_fst (𝕜 := ℝ))
  have h2 := HasFDerivAt.comp (g := fun e => Matrix.diagonal (fun l => (P l e : ℂ)) i j)
    (f := Prod.snd) (k, E) hD.hasFDerivAt (hasFDerivAt_snd (𝕜 := ℝ))
  refine (h2.sub h1).congr_fderiv (ContinuousLinearMap.ext fun p => ?_)
  simp
  ring
```

Each entry is a function of E minus a function of k, so the chain rule gives the total differential.

```lean
/-- KKR group velocity in the atomic-sphere form: if all potential functions have positive energy
derivative, the structure constants are Hermitian and differentiable at `k`, and the continuous
amplitude vector is nonzero at `k`, then `E' = Re ⟨c, S' c⟩ / ∑ P'_l |c_l|²` on a continuous band.
-/
theorem kkrASA_group_velocity {P : n → ℝ → ℝ} {S : ℝ → Matrix n n ℂ} {P' : n → ℝ}
    {S' : Matrix n n ℂ} {E : ℝ → ℝ} {c : ℝ → n → ℂ} {k : ℝ}
    (hP : ∀ l, HasDerivAt (P l) (P' l) (E k)) (hpos : ∀ l, 0 < P' l)
    (hH : (S k).IsHermitian) (hS : ∀ i j, HasDerivAt (fun x => S x i j) (S' i j) k)
    (hE : ContinuousAt E k) (hc : ContinuousAt c k) (hc0 : c k ≠ 0)
    (hs : ∀ᶠ x in 𝓝 k, kkrASA P S x (E x) *ᵥ c x = 0) :
    HasDerivAt E (expect S' (c k) / ∑ l, P' l * ‖c k l‖ ^ 2) k := by
  have hden : expect (Matrix.diagonal fun l => (P' l : ℂ)) (c k) =
      ∑ l, P' l * ‖c k l‖ ^ 2 := by
    simp only [expect, dotProduct, Matrix.mulVec_diagonal, Complex.re_sum]
    refine Finset.sum_congr rfl fun l _ => ?_
    rw [Complex.sq_norm, Complex.normSq_apply]
    simp
    ring
  have hnum : expect (-S') (c k) = -expect S' (c k) := by
    simp [expect, Matrix.neg_mulVec]
  -- a nonzero amplitude in one channel makes the denominator positive
  have hp : 0 < ∑ l, P' l * ‖c k l‖ ^ 2 := by
    obtain ⟨l, hl⟩ := Function.ne_iff.1 hc0
    have hl' : 0 < ‖c k l‖ := norm_pos_iff.2 hl
    exact Finset.sum_pos' (fun i _ => mul_nonneg (hpos i).le (sq_nonneg _))
      ⟨l, Finset.mem_univ l, mul_pos (hpos l) (pow_pos hl' 2)⟩
  have hherm : (kkrASA P S k (E k)).IsHermitian := by
    refine Matrix.IsHermitian.sub (Matrix.IsHermitian.ext fun i j => ?_) hH
    by_cases h : i = j
    · subst h
      simp
    · simp [Matrix.diagonal_apply_ne _ h, Matrix.diagonal_apply_ne _ (Ne.symm h)]
  have h := group_velocity hherm (kkrASA_hasPartials hP hS) hE hc hs (by rw [hden]; exact hp.ne')
  rwa [hnum, neg_neg, hden] at h
```

The condition P′_l > 0 stands for the positive norm of a partial wave inside its sphere, which fixes the sign of the energy derivative of its logarithmic derivative at the boundary. One nonzero amplitude then makes the denominator positive (`hp`), and the general theorem applies. Here P and S are arbitrary functions with the stated properties; obtaining them from a crystal potential and lattice sums is the step left to the application.

## A continuous band with a kink

```lean
/-- The one-channel secular matrix `E² - k²`. -/
def crossing : ℝ → ℝ → Matrix (Fin 1) (Fin 1) ℂ :=
  kkrASA (fun _ e => e ^ 2) (fun k => Matrix.of fun _ _ => ((k ^ 2 : ℝ) : ℂ))

/-- The Hermitian matrix `E² - k²` has vanishing partial derivatives at the origin, and its
continuous band `E = |k|`, with constant amplitude `1`, is not differentiable at `k = 0`. -/
theorem crossing_no_velocity :
    (∀ k E, (crossing k E).IsHermitian) ∧ HasPartials crossing 0 0 0 0 ∧
      (∀ k : ℝ, crossing k |k| *ᵥ (fun _ => 1) = 0) ∧
      ¬ DifferentiableAt ℝ (fun k : ℝ => |k|) 0 := by
  have hsq : HasDerivAt (fun e : ℝ => e ^ 2) 0 0 := by
    simpa using hasDerivAt_pow 2 (0 : ℝ)
  refine ⟨fun k E => Matrix.IsHermitian.ext fun i j => ?_, ?_, fun k => ?_,
    not_differentiableAt_abs_zero⟩
  · fin_cases i
    fin_cases j
    simp [crossing, kkrASA]
  · have h := kkrASA_hasPartials (n := Fin 1) (P := fun _ e => e ^ 2)
      (S := fun k => Matrix.of fun _ _ => ((k ^ 2 : ℝ) : ℂ)) (P' := fun _ => 0) (S' := 0)
      (k := 0) (E := 0) (fun _ => hsq) (fun _ _ => hsq.ofReal_comp)
    have e : (Matrix.diagonal fun _ : Fin 1 => ((0 : ℝ) : ℂ)) = 0 := by simp
    rw [neg_zero, e] at h
    exact h
  · ext i
    fin_cases i
    simp [crossing, kkrASA, Matrix.mulVec, dotProduct, -Complex.ofReal_pow]

end

end KKRGroupVelocity
```

For the one-channel matrix E² − k², the upper band is E = |k|, with constant amplitude 1. At the origin both partial derivatives vanish, so ⟨c,M_E c⟩ = 0, and the band has a kink. Without the condition ⟨c,M_E c⟩ ≠ 0, the other hypotheses thus do not ensure that E is differentiable. Since P = E² has P′ = 0 at this point, assuming only P′_l ≥ 0 at E(k) would not suffice in the atomic-sphere theorem either. This is a mathematical counter-example and not a physical potential function, because E² decreases for E < 0.

```lean
#print axioms KKRGroupVelocity.partials_isHermitian
-- 'KKRGroupVelocity.partials_isHermitian' depends on axioms: [propext, Classical.choice, Quot.sound]
#print axioms KKRGroupVelocity.group_velocity
-- 'KKRGroupVelocity.group_velocity' depends on axioms: [propext, Classical.choice, Quot.sound]
#print axioms KKRGroupVelocity.kkrASA_group_velocity
-- 'KKRGroupVelocity.kkrASA_group_velocity' depends on axioms: [propext, Classical.choice, Quot.sound]
#print axioms KKRGroupVelocity.crossing_no_velocity
-- 'KKRGroupVelocity.crossing_no_velocity' depends on axioms: [propext, Classical.choice, Quot.sound]
```
